# The index of a commutative subgroup bounds the dimension of finite-dimensional complex irreducible representations

Let the symmetry group of an equilateral triangle act on a nonzero finite-dimensional complex space V. Write R for the operator of the 120° turn and S for that of a reflection, so that

R³ = 1, S² = 1, R S = S R⁻¹.

Over the complex numbers R has an eigenvector v, with R v = λ v and λ ≠ 0. The reflected vector is an eigenvector too:

R (S v) = S R⁻¹ v = λ⁻¹ S v.

The span of v and S v is therefore mapped into itself by R and by S, and so by the whole group. If V has no invariant subspace except 0 and V, this span is V, and dim V ≤ 2. The 2 counts the cosets of the rotations: one vector for the rotations themselves, one for the reflections.

## From a common eigenvector to the dimension bound

Let G be a group, A a commutative subgroup with finitely many cosets, and m = [G : A] their number. Let ρ be a representation of G on a nonzero finite-dimensional complex space V whose only invariant subspaces are 0 and V. Then

dim V ≤ m.

**A common eigenvector.** Among the nonzero subspaces invariant under A, choose a minimal one, W. Take any a in A. The operator ρ(a) maps W into itself and has an eigenvalue c there. Let U be the set of x in W with ρ(a) x = c x; it is a nonzero subspace. For b in A and x in U, commutativity gives

ρ(a) ρ(b) x = ρ(b) ρ(a) x = c ρ(b) x,

so U is invariant under A, and minimality forces U = W. Every ρ(a) thus acts on W as a number, and any nonzero v in W is an eigenvector of all of them.

**One vector per coset.** Choose representatives t₁, …, tₘ of the cosets gA. Each g in G has the form tᵢ a⁻¹ with a in A. Since ρ(a⁻¹) v = c v for some number c,

ρ(g) v = ρ(tᵢ) ρ(a⁻¹) v = c ρ(tᵢ) v.

The whole orbit of v lies in the span of the m vectors ρ(tᵢ) v.

**The span is V.** Applying ρ(g) to a generator gives ρ(g) ρ(tᵢ) v = ρ(g tᵢ) v, which is again in the orbit and hence in the span. The span is invariant, and it contains v ≠ 0, so it equals V. A space spanned by m vectors has dimension at most m. The vectors may be linearly dependent, which is why the result is an inequality.

In a dihedral group the rotations commute and have two cosets, so dim V ≤ 2. In quantum mechanics, an energy level whose finite-dimensional eigenspace is irreducible under a dihedral symmetry group is therefore at most doubly degenerate; an accidental coincidence of levels makes the eigenspace reducible, and the bound does not apply to it.

## A doublet that attains the bound

Let χ be a character of the rotations, that is, χ(j + k) = χ(j) χ(k) for j, k modulo n, with χ(0) = 1. On pairs of complex numbers define

R(k) (x, y) = (χ(k) x, χ(−k) y), S (x, y) = (y, x).

Rotations act by R(k) and reflections by S R(k). From χ(j + k) = χ(j) χ(k), R(k) S = S R(−k) and S² = 1 follow the four products

R(i) R(j) = R(i + j)

R(i) S R(j) = S R(j − i)

S R(i) R(j) = S R(i + j)

S R(i) S R(j) = R(j − i),

which are the multiplication rules of the dihedral group.

Suppose χ(k) ≠ χ(−k) for some k, and let W be a nonzero invariant subspace. It contains a nonzero vector (x, y), and if x = 0 we apply S to bring y into first place. With x ≠ 0,

R(k) (x, y) − χ(−k) (x, y) = ((χ(k) − χ(−k)) x, 0).

After division by the nonzero first component, (1, 0) is in W. Then S puts (0, 1) in W, and W is the whole space.

The standard character is χ(k) = exp(2πik/n). It takes distinct values on distinct residues, so χ(1) = χ(−1) would require 2 to be divisible by n, which is impossible for n ≥ 3.

For n = 3, put ω = exp(2πi/3) = −1/2 + i√3/2. Then R(1) multiplies the components by ω and ω². Starting from (1, 1),

R(1) (1, 1) − ω² (1, 1) = (ω − ω², 0) = (i√3, 0).

Division by i√3 gives (1, 0), and S gives (0, 1). The single vector (1, 1) generates the full doublet.

The complex scalars are essential to the bound. Let the group of three rotations act on the real plane by turns through 120°. No line is preserved, so the representation is irreducible over the real numbers and has dimension 2. The group is commutative, and A = G has index 1, so the inequality would read 2 ≤ 1. The argument breaks at its first step, since the turn has no real eigenvector.

## Representations and irreducibility in Lean

The group `G` is arbitrary and may be infinite. The space `V` is a complex vector space, with no inner product and no unitarity assumed.

```lean
import Mathlib

open DihedralGroup

namespace AbelianSubgroupDegeneracy

noncomputable section

variable {G V : Type*} [Group G] [AddCommGroup V] [Module ℂ V]
```

A representation is a monoid homomorphism `ρ : G →* Module.End ℂ V`: products of group elements go to products of linear operators, and the identity goes to the identity. Projective representations and antiunitary operators such as time reversal are not of this type. For half-integer spin, a symmetry operation determines its operator only up to a sign; taking the double group as `G` gives a representation of this type.

```lean
/-- A representation is irreducible if its space is nonzero and the only invariant subspaces
are zero and the whole space. -/
def IsIrrep (ρ : G →* Module.End ℂ V) : Prop :=
  Nontrivial V ∧ ∀ W : Submodule ℂ V, (∀ g, ∀ w ∈ W, ρ g w ∈ W) → W = ⊥ ∨ W = ⊤
```

`IsIrrep` has two parts: `V` is nonzero, and every invariant `W` is either `⊥`, the zero subspace, or `⊤`, the whole space.

## The eigenvector shared by a commutative subgroup

The hypothesis `hA` states commutativity element by element. The conclusion places `v` before the quantifier over `a`, so one vector serves all of `A`, while the eigenvalue `c` may depend on `a`.

```lean
/-- The operators of a commutative subgroup have a common eigenvector in every nonzero
finite-dimensional complex representation. -/
theorem exists_common_eigenvector [FiniteDimensional ℂ V] [Nontrivial V]
    (ρ : G →* Module.End ℂ V) (A : Subgroup G) (hA : ∀ a ∈ A, ∀ b ∈ A, a * b = b * a) :
    ∃ v : V, v ≠ 0 ∧ ∀ a ∈ A, ∃ c : ℂ, ρ a v = c • v := by
  -- a minimal nonzero subspace invariant under the subgroup
  let S : Set (Submodule ℂ V) := {W | W ≠ ⊥ ∧ ∀ a ∈ A, ∀ w ∈ W, ρ a w ∈ W}
  obtain ⟨W, ⟨hW0, hW⟩, hmin⟩ := (wellFounded_lt (α := Submodule ℂ V)).has_min S
    ⟨⊤, top_ne_bot, fun _ _ _ _ => Submodule.mem_top⟩
  obtain ⟨v, hvW, hv0⟩ := Submodule.exists_mem_ne_zero_of_ne_bot hW0
  refine ⟨v, hv0, fun a ha => ?_⟩
  have : Nontrivial W := Submodule.nontrivial_iff_ne_bot.2 hW0
  obtain ⟨c, hc⟩ := Module.End.exists_eigenvalue ((ρ a).restrict (hW a ha))
  obtain ⟨w, hw⟩ := hc.exists_hasEigenvector
  have hwe : ρ a (w : V) = c • (w : V) := congrArg Subtype.val hw.apply_eq_smul
  have hU : ∀ x, x ∈ W ⊓ Module.End.eigenspace (ρ a) c ↔ x ∈ W ∧ ρ a x = c • x := by
    intro x
    rw [Submodule.mem_inf, Module.End.mem_eigenspace_iff]
  -- the eigenspace inside W is invariant too, because the subgroup is commutative
  have hUS : W ⊓ Module.End.eigenspace (ρ a) c ∈ S := by
    refine ⟨fun h => ?_, fun b hb x hx => ?_⟩
    · have hmem := (hU w).2 ⟨w.2, hwe⟩
      rw [h, Submodule.mem_bot] at hmem
      exact hw.2 (Subtype.ext hmem)
    · obtain ⟨hxW, hxe⟩ := (hU x).1 hx
      have hcomm : ρ a (ρ b x) = ρ b (ρ a x) := by
        rw [← Module.End.mul_apply, ← map_mul, hA a ha b hb, map_mul, Module.End.mul_apply]
      exact (hU _).2 ⟨hW b hb x hxW, by rw [hcomm, hxe, map_smul]⟩
  -- by minimality it is all of W
  have hEq : W ⊓ Module.End.eigenspace (ρ a) c = W := by
    by_contra hne
    exact hmin _ hUS (lt_of_le_of_ne inf_le_left hne)
  exact ⟨c, ((hU v).1 (by rw [hEq]; exact hvW)).2⟩
```

The set `S` collects the nonzero `A`-invariant subspaces, and finite dimension supplies a minimal member `W`. The vector `v` is fixed before any `a` is considered. `Module.End.exists_eigenvalue` is then applied to the restriction of `ρ a` to `W`. The subspace called U above is `W ⊓ Module.End.eigenspace (ρ a) c`; `hUS` shows that it belongs to `S`, with commutativity entering through `hcomm`, and `hEq` is the appeal to minimality.

## Coset translates span the space

In the next lemma `G ⧸ A` is the set of cosets gA, and `q.out` is a chosen representative of the coset `q`, in the role of tᵢ.

```lean
/-- If every element of a subgroup only rescales a vector, then the whole orbit of that vector
lies in the span of its images under one representative of each coset. -/
theorem orbit_mem_span (ρ : G →* Module.End ℂ V) (A : Subgroup G) (v : V)
    (hv : ∀ a ∈ A, ∃ c : ℂ, ρ a v = c • v) (g : G) :
    ρ g v ∈ Submodule.span ℂ (Set.range fun q : G ⧸ A => ρ q.out v) := by
  obtain ⟨a, ha⟩ := QuotientGroup.mk_out_eq_mul A g
  obtain ⟨c, hc⟩ := hv (a : G)⁻¹ (A.inv_mem a.2)
  have hg : g = (g : G ⧸ A).out * (a : G)⁻¹ := by rw [ha, mul_inv_cancel_right]
  have hgv : ρ g v = c • ρ (g : G ⧸ A).out v := by
    calc ρ g v = ρ ((g : G ⧸ A).out * (a : G)⁻¹) v := congrArg (fun x => ρ x v) hg
      _ = c • ρ (g : G ⧸ A).out v := by rw [map_mul, Module.End.mul_apply, hc, map_smul]
  rw [hgv]
  exact Submodule.smul_mem _ _ (Submodule.subset_span ⟨(g : G ⧸ A), rfl⟩)
```

`QuotientGroup.mk_out_eq_mul` writes the representative as g a with a in `A`. Solving for g gives `hg`, and the `calc` block is the displayed computation of ρ(g) v.

The main theorem assumes finite dimension and finite index. The second assumption matters because Mathlib assigns the value 0 to an infinite index.

```lean
/-- The dimension of a finite-dimensional complex irreducible representation is at most the
index of any commutative subgroup of finite index. -/
theorem finrank_le_index [FiniteDimensional ℂ V] (ρ : G →* Module.End ℂ V) (hρ : IsIrrep ρ)
    (A : Subgroup G) [A.FiniteIndex] (hA : ∀ a ∈ A, ∀ b ∈ A, a * b = b * a) :
    Module.finrank ℂ V ≤ A.index := by
  have : Nontrivial V := hρ.1
  obtain ⟨v, hv0, hv⟩ := exists_common_eigenvector ρ A hA
  have horb := orbit_mem_span ρ A v hv
  -- the span of the coset translates is invariant under the full group
  have hinv : ∀ g, ∀ w ∈ Submodule.span ℂ (Set.range fun q : G ⧸ A => ρ q.out v),
      ρ g w ∈ Submodule.span ℂ (Set.range fun q : G ⧸ A => ρ q.out v) := by
    intro g
    have hle : Submodule.span ℂ (Set.range fun q : G ⧸ A => ρ q.out v) ≤
        (Submodule.span ℂ (Set.range fun q : G ⧸ A => ρ q.out v)).comap (ρ g) := by
      rw [Submodule.span_le]
      rintro _ ⟨q, rfl⟩
      have h := horb (g * q.out)
      rw [map_mul, Module.End.mul_apply] at h
      exact h
    exact fun w hw => hle hw
  rcases hρ.2 _ hinv with h | h
  · have h1 := horb 1
    rw [h, Submodule.mem_bot, map_one, Module.End.one_apply] at h1
    exact absurd h1 hv0
  · -- the translates span V, and there are as many of them as cosets
    let _ : Fintype (G ⧸ A) := Fintype.ofFinite _
    have hcard := finrank_range_le_card (R := ℂ) (fun q : G ⧸ A => ρ q.out v)
    rw [Set.finrank, h, finrank_top] at hcard
    rw [Subgroup.index, Nat.card_eq_fintype_card]
    exact hcard
```

`hinv` proves that the span is invariant by checking its generators, using the orbit lemma for `g * q.out`. Irreducibility leaves two cases. If the span is zero, the orbit lemma at the identity gives v = 0, a contradiction. If it is everything, `finrank_range_le_card` bounds the dimension by the number of cosets.

## Dihedral groups: two cosets, dimension at most two

Mathlib's `DihedralGroup n` has elements `r k` and `sr k` with `k` in `ZMod n`, where `sr k` is the product of `sr 0` and `r k`. As an abstract group it describes both Cₙᵥ, where the `sr k` are mirror planes, and Dₙ, where they are twofold axes perpendicular to the main axis.

```lean
/-- The subgroup of rotations in the dihedral group. -/
def rotations (n : ℕ) : Subgroup (DihedralGroup n) where
  carrier := Set.range r
  mul_mem' := by
    rintro _ _ ⟨i, rfl⟩ ⟨j, rfl⟩
    exact ⟨i + j, (r_mul_r i j).symm⟩
  one_mem' := ⟨0, rfl⟩
  inv_mem' := by
    rintro _ ⟨i, rfl⟩
    exact ⟨-i, rfl⟩
```

The index is computed from a criterion: it is two if some fixed element, here `sr 0`, has the property that for every `b` exactly one of `b * sr 0` and `b` is in the subgroup.

```lean
/-- The rotations have index two in the dihedral group. -/
theorem rotations_index (n : ℕ) : (rotations n).index = 2 := by
  have hr : ∀ i : ZMod n, r i ∈ rotations n := fun i => ⟨i, rfl⟩
  have hs : ∀ i : ZMod n, sr i ∉ rotations n := by
    rintro i ⟨j, hj⟩
    cases hj
  refine Subgroup.index_eq_two_iff.2 ⟨sr 0, fun b => ?_⟩
  rcases b with i | i <;> simp [hr, hs]
```

The bound now follows from the general theorem, since i + j = j + i in `ZMod n`.

```lean
/-- Every finite-dimensional complex irreducible representation of a dihedral group has
dimension at most two. -/
theorem dihedral_finrank_le_two [FiniteDimensional ℂ V] {n : ℕ}
    (ρ : DihedralGroup n →* Module.End ℂ V) (hρ : IsIrrep ρ) : Module.finrank ℂ V ≤ 2 := by
  have : (rotations n).FiniteIndex := ⟨by rw [rotations_index]; norm_num⟩
  rw [← rotations_index n]
  refine finrank_le_index ρ hρ (rotations n) ?_
  rintro _ ⟨i, rfl⟩ _ ⟨j, rfl⟩
  rw [r_mul_r, r_mul_r, add_comm]
```

There is no restriction on `n`. The value `n = 0` gives the infinite dihedral group, whose rotations are indexed by the integers. For `n = 1` and `n = 2` the whole group is commutative, so taking A = G in the general theorem improves the bound to one.

## The doublet and its irreducibility

An `AddChar (ZMod n) ℂ` is a character χ as defined above. The two branches of `doubletMap` are R(k) and S R(k).

```lean
/-- The operators of the doublet: a rotation multiplies the two components by `χ k` and
`χ (-k)`, and a reflection also exchanges them. -/
def doubletMap {n : ℕ} (χ : AddChar (ZMod n) ℂ) : DihedralGroup n → Module.End ℂ (ℂ × ℂ)
  | .r k =>
    { toFun := fun p => (χ k * p.1, χ (-k) * p.2)
      map_add' := fun p q => Prod.ext (mul_add (χ k) p.1 q.1) (mul_add (χ (-k)) p.2 q.2)
      map_smul' := fun c p =>
        Prod.ext (mul_left_comm (χ k) c p.1) (mul_left_comm (χ (-k)) c p.2) }
  | .sr k =>
    { toFun := fun p => (χ (-k) * p.2, χ k * p.1)
      map_add' := fun p q => Prod.ext (mul_add (χ (-k)) p.2 q.2) (mul_add (χ k) p.1 q.1)
      map_smul' := fun c p =>
        Prod.ext (mul_left_comm (χ (-k)) c p.2) (mul_left_comm (χ k) c p.1) }
```

The homomorphism property is checked in the four cases listed by hand, one for each combination of rotation and reflection.

```lean
/-- The two-dimensional representation of the dihedral group built from a character of its
rotations. -/
def doublet {n : ℕ} (χ : AddChar (ZMod n) ℂ) : DihedralGroup n →* Module.End ℂ (ℂ × ℂ) where
  toFun := doubletMap χ
  map_one' := by
    rw [one_def]
    refine LinearMap.ext fun p => ?_
    simp [doubletMap]
  map_mul' := by
    rintro (i | i) (j | j) <;> refine LinearMap.ext fun p => Prod.ext ?_ ?_ <;>
      simp only [r_mul_r, r_mul_sr, sr_mul_r, sr_mul_sr, doubletMap, Module.End.mul_apply,
        LinearMap.coe_mk, AddHom.coe_mk, sub_eq_add_neg, neg_add, neg_neg,
        AddChar.map_add_eq_mul] <;> ring
```

The irreducibility proof isolates the case of a nonzero first component as `key`. There `e1` obtains (1, 0) from the difference R(k) p − χ(−k) p, and `e2` obtains (0, 1) by reflection.

```lean
/-- The doublet is irreducible as soon as some rotation acts on its two components by
different factors. -/
theorem doublet_isIrrep {n : ℕ} (χ : AddChar (ZMod n) ℂ) (k : ZMod n) (h : χ k ≠ χ (-k)) :
    IsIrrep (doublet χ) := by
  refine ⟨inferInstance, fun W hW => ?_⟩
  -- one vector with nonzero first component generates everything
  have key : ∀ p ∈ W, p.1 ≠ 0 → W = ⊤ := by
    intro p hp hx
    have e1 : ((1 : ℂ), (0 : ℂ)) ∈ W := by
      have hq : ((1 : ℂ), (0 : ℂ)) =
          ((χ k - χ (-k)) * p.1)⁻¹ • (doublet χ (r k) p - χ (-k) • p) := by
        refine Prod.ext ?_ ?_
        · change (1 : ℂ) = ((χ k - χ (-k)) * p.1)⁻¹ * (χ k * p.1 - χ (-k) * p.1)
          rw [← sub_mul, inv_mul_cancel₀ (mul_ne_zero (sub_ne_zero.2 h) hx)]
        · change (0 : ℂ) = ((χ k - χ (-k)) * p.1)⁻¹ * (χ (-k) * p.2 - χ (-k) * p.2)
          rw [sub_self, mul_zero]
      rw [hq]
      exact W.smul_mem _ (W.sub_mem (hW (r k) p hp) (W.smul_mem _ hp))
    have e2 : ((0 : ℂ), (1 : ℂ)) ∈ W := by
      have h2 := hW (sr 0) _ e1
      simpa [doublet, doubletMap] using h2
    refine eq_top_iff.2 fun q _ => ?_
    have h3 := W.add_mem (W.smul_mem q.1 e1) (W.smul_mem q.2 e2)
    simpa using h3
  by_cases hb : W = ⊥
  · exact Or.inl hb
  · right
    obtain ⟨p, hp, hp0⟩ := Submodule.exists_mem_ne_zero_of_ne_bot hb
    by_cases hx : p.1 = 0
    · -- a reflection brings the second component to the first place
      have hy : p.2 ≠ 0 := fun hy => hp0 (Prod.ext hx hy)
      exact key _ (hW (sr 0) p hp) (by simpa [doublet, doubletMap] using hy)
    · exact key p hp hx
```

The last theorem takes χ to be `ZMod.stdAddChar`, the character exp(2πik/n), and k = 1. Its two parts state that the doublet is irreducible and that its space has dimension two, so the dihedral bound is attained for every `n ≥ 3`. Injectivity of the character turns χ(1) = χ(−1) into 1 = −1 modulo n, so n would divide 2.

```lean
/-- For `n ≥ 3` the doublet built from the standard character of the rotations is irreducible
and has dimension exactly two. -/
theorem dihedral_bound_sharp (n : ℕ) [NeZero n] (hn : 3 ≤ n) :
    IsIrrep (doublet (ZMod.stdAddChar : AddChar (ZMod n) ℂ)) ∧
      Module.finrank ℂ (ℂ × ℂ) = 2 := by
  refine ⟨doublet_isIrrep _ 1 fun h => ?_, by simp [Module.finrank_prod]⟩
  -- equal factors would force 2 = 0 modulo n
  have h1 : (1 : ZMod n) = -1 := ZMod.injective_stdAddChar h
  have h2 : ((2 : ℕ) : ZMod n) = 0 := by
    push_cast
    linear_combination h1
  have h3 := Nat.le_of_dvd (by norm_num) ((CharP.cast_eq_zero_iff (ZMod n) n 2).1 h2)
  omega

end

end AbelianSubgroupDegeneracy
```

```lean
#print axioms AbelianSubgroupDegeneracy.finrank_le_index
#print axioms AbelianSubgroupDegeneracy.dihedral_finrank_le_two
#print axioms AbelianSubgroupDegeneracy.dihedral_bound_sharp
```

```
'AbelianSubgroupDegeneracy.finrank_le_index' depends on axioms: [propext, Classical.choice, Quot.sound]
'AbelianSubgroupDegeneracy.dihedral_finrank_le_two' depends on axioms: [propext, Classical.choice, Quot.sound]
'AbelianSubgroupDegeneracy.dihedral_bound_sharp' depends on axioms: [propext, Classical.choice, Quot.sound]
```
